# A node-free zero-energy wave has a scattering length no larger than its first Born value

A slow particle meets a central potential of finite range $R$. At zero energy its s-wave scattering is summed up in one length, positive for a weak repulsion and negative for a weak attraction. The first Born approximation estimates this length by an integral linear in the potential. On which side does the estimate err? The problems below answer this for continuous potentials cut off at $R$ whose zero-energy wave has no node, and then for square barriers and wells.

Write the potential energy as $\hbar^2U(r)/2m$ and the radial wave as $u(r)=r\psi(r)$, with slope $v=u'$. At zero energy $u''=Uu$.

```lean
import Mathlib

open Set

namespace BornScatteringLength

noncomputable section
```

The regular wave starts with $u(0)=0$ and is normalised by $v(0)=1$. `IsRegularSolution` records these conditions and the equations $u'=v$, $v'=Uu$ on $[0,R]$. Such a pair is assumed in the general results and supplied explicitly for the square potentials.

```lean
/-- The regular zero-energy radial wave `u` with slope `v` in the potential `U` (in units of
`ħ²/2m`) on `[0, R]`: `u' = v`, `v' = U u`, `u(0) = 0` and `v(0) = 1`. -/
structure IsRegularSolution (U u v : ℝ → ℝ) (R : ℝ) : Prop where
  zero : u 0 = 0
  slope_zero : v 0 = 1
  deriv_u : ∀ r ∈ Icc 0 R, HasDerivAt u (v r) r
  deriv_v : ∀ r ∈ Icc 0 R, HasDerivAt v (U r * u r) r
```

Beyond $R$ the potential is zero and the wave continues as a straight line. The zero of that line is the scattering length $a=R-u(R)/v(R)$, for $v(R)\neq0$.

```lean
/-- The scattering length of a potential cut off at `R`: the point where the straight line
continuing the wave `u` with slope `v` beyond `R` vanishes. It is defined for `v R ≠ 0`. -/
def scatteringLength (u v : ℝ → ℝ) (R : ℝ) : ℝ := R - u R / v R
```

The first-order term of $a$ in powers of $U$ is the Born value $B=\int_0^R U r^2\,dr$, which the file takes as a definition.

```lean
/-- The first Born value of the scattering length, `∫ U r² dr` over `[0, R]`. -/
def bornLength (U : ℝ → ℝ) (R : ℝ) : ℝ := ∫ r in (0 : ℝ)..R, U r * r ^ 2
```

## (a) The logarithmic derivative at the cutoff

**Task.** Let $R>0$, let $U$ be continuous and let $u>0$ on $(0,R]$. Show that
$$\frac{R^2v(R)}{u(R)}\le R+B .$$

**Solution.** Consider
$$F(r)=\int_0^r U s^2\,ds+r-\frac{r^2v}{u}.$$
Since $v'=Uu$ and $u'=v$,
$$F'=Ur^2+1-\frac{2rv+r^2Uu}{u}+\frac{r^2v^2}{u^2}=\Big(1-\frac{rv}{u}\Big)^2\ge0 .$$
The potential has cancelled. Near the origin $u/r\to1$ and $v\to1$, so $r^2v/u=r\,v/(u/r)\to0$ and $F(r)\to0$. Hence $F(R)\ge0$, which is the claim.

In the code, `hder` is the perfect square and `hF` the monotonicity. `hcont` treats the origin by writing $u/r$ as the difference quotient `dslope u 0 r`. Lean evaluates the quotient $r^2v/u$ at $r=0$ as $0$, which agrees with the limit.

The left side contains $v(R)/u(R)$, the kind of logarithmic derivative that a norm-conserving pseudopotential matches at its core radius; here it is bounded only for one particle in a local potential, in the s-wave at zero energy.

```lean
/-- If the regular wave in a continuous potential is positive on `(0, R]`, its logarithmic
derivative at `R > 0` is bounded through the Born value: `R² u'(R)/u(R) ≤ R + ∫ U r² dr`. -/
theorem logDeriv_le_born {U u v : ℝ → ℝ} {R : ℝ} (hR : 0 < R) (hU : Continuous U)
    (sol : IsRegularSolution U u v R) (hpos : ∀ r ∈ Ioc 0 R, 0 < u r) :
    R ^ 2 * v R / u R ≤ R + bornLength U R := by
  have hUc : Continuous fun s : ℝ => U s * s ^ 2 := by fun_prop
  have hI : ∀ r, HasDerivAt (fun x => ∫ s in (0 : ℝ)..x, U s * s ^ 2) (U r * r ^ 2) r :=
    fun r => (hUc.integral_hasStrictDerivAt 0 r).hasDerivAt
  -- the last term is continuous down to the origin, where `u(r)/r` tends to `1`
  have hcont : ∀ r ∈ Icc 0 R, ContinuousAt (fun r => r ^ 2 * v r / u r) r := by
    intro r hr
    rcases hr.1.eq_or_lt with h0 | h0
    · subst h0
      have hq : (fun r => r ^ 2 * v r / u r) = fun r => r * v r / dslope u 0 r := by
        funext r
        by_cases h : r = 0
        · simp [h]
        · rw [dslope_of_ne u h, slope_def_field, sol.zero, sub_zero, sub_zero,
            div_div_eq_mul_div]
          ring
      have hd : dslope u 0 0 = 1 := by
        rw [dslope_same, (sol.deriv_u 0 hr).deriv, sol.slope_zero]
      rw [hq]
      exact ((hasDerivAt_id' (0 : ℝ)).continuousAt.mul (sol.deriv_v 0 hr).continuousAt).div
        (continuousAt_dslope_same.2 (sol.deriv_u 0 hr).differentiableAt)
        (by rw [hd]; exact one_ne_zero)
    · exact ((hasDerivAt_pow 2 r).continuousAt.mul (sol.deriv_v r hr).continuousAt).div
        (sol.deriv_u r hr).continuousAt (hpos r ⟨h0, hr.2⟩).ne'
  -- the derivative is a perfect square
  have hder : ∀ r ∈ Ioo 0 R, HasDerivAt
      (fun r => (∫ s in (0 : ℝ)..r, U s * s ^ 2) + r - r ^ 2 * v r / u r)
      ((1 - r * v r / u r) ^ 2) r := by
    intro r hr
    have hr' : r ∈ Icc 0 R := ⟨hr.1.le, hr.2.le⟩
    have hu : u r ≠ 0 := (hpos r ⟨hr.1, hr.2.le⟩).ne'
    have hsq : HasDerivAt (fun x : ℝ => x ^ 2) (2 * r) r := by
      simpa using hasDerivAt_pow 2 r
    refine (((hI r).fun_add (hasDerivAt_id' r)).fun_sub
      ((hsq.fun_mul (sol.deriv_v r hr')).fun_div (sol.deriv_u r hr') hu)).congr_deriv ?_
    field_simp
    ring
  have hF : MonotoneOn
      (fun r => (∫ s in (0 : ℝ)..r, U s * s ^ 2) + r - r ^ 2 * v r / u r) (Icc 0 R) := by
    apply monotoneOn_of_deriv_nonneg (convex_Icc 0 R)
    · intro r hr
      exact (((hI r).continuousAt.add (hasDerivAt_id' r).continuousAt).sub
        (hcont r hr)).continuousWithinAt
    · intro r hr
      rw [interior_Icc] at hr
      exact (hder r hr).differentiableAt.differentiableWithinAt
    · intro r hr
      rw [interior_Icc] at hr
      rw [(hder r hr).deriv]
      positivity
  have h : (∫ s in (0 : ℝ)..0, U s * s ^ 2) + 0 - 0 ^ 2 * v 0 / u 0
      ≤ (∫ s in (0 : ℝ)..R, U s * s ^ 2) + R - R ^ 2 * v R / u R :=
    hF (left_mem_Icc.2 hR.le) (right_mem_Icc.2 hR.le) hR.le
  have h0 : (0 : ℝ) ^ 2 * v 0 / u 0 = 0 := by simp
  rw [intervalIntegral.integral_same, h0] at h
  unfold bornLength
  linarith
```

## (b) A lower bound on the Born error

**Task.** Assume in addition $v(R)>0$. Show that
$$a+\frac{a^2}{R-a}\le B .$$

**Solution.** From $R-a=u(R)/v(R)>0$,
$$a+\frac{a^2}{R-a}=\frac{aR}{R-a}=\frac{R^2}{R-a}-R=\frac{R^2v(R)}{u(R)}-R,$$
and part (a) bounds the right side by $B$.

The hypotheses `hpos` and `hv` say that the wave is positive up to $R$ and still rising there, so the outer line never returns to zero. By the usual node counting, which the file does not use, this means that the potential has no s-wave bound state. In the code, `e` is the displayed identity.

```lean
/-- For a continuous potential cut off at `R > 0` whose regular wave is positive on `(0, R]` and
has positive slope at `R`, the Born value exceeds the scattering length `a` by at least
`a²/(R - a)`. -/
theorem scatteringLength_add_le_born {U u v : ℝ → ℝ} {R : ℝ} (hR : 0 < R) (hU : Continuous U)
    (sol : IsRegularSolution U u v R) (hpos : ∀ r ∈ Ioc 0 R, 0 < u r) (hv : 0 < v R) :
    scatteringLength u v R + scatteringLength u v R ^ 2 / (R - scatteringLength u v R)
      ≤ bornLength U R := by
  have h := logDeriv_le_born hR hU sol hpos
  have hu : 0 < u R := hpos R ⟨hR, le_rfl⟩
  have e : scatteringLength u v R + scatteringLength u v R ^ 2 / (R - scatteringLength u v R)
      = R ^ 2 * v R / u R - R := by
    unfold scatteringLength
    rw [sub_sub_cancel]
    field_simp
    ring
  linarith
```

## (c) Strict inequality

**Task.** Under the same assumptions, let $a\ne0$. Show that
$$a<B .$$

**Solution.** Since $R-a>0$ and $a\neq0$, the term $a^2/(R-a)$ in part (b) is positive. Dropping it makes the inequality strict.

$U$ may have either sign, or change sign. Something must exclude $U=0$: there $u=r$, $v=1$ and $a=B=0$. The code proves `hd`, the positive denominator, and `hs`, the positive term, and combines them with part (b).

```lean
/-- For a continuous potential of either sign cut off at `R > 0`, whose regular wave is positive
on `(0, R]` with positive slope at `R`, a nonzero scattering length lies strictly below its
first Born value. -/
theorem scatteringLength_lt_born {U u v : ℝ → ℝ} {R : ℝ} (hR : 0 < R) (hU : Continuous U)
    (sol : IsRegularSolution U u v R) (hpos : ∀ r ∈ Ioc 0 R, 0 < u r) (hv : 0 < v R)
    (ha : scatteringLength u v R ≠ 0) :
    scatteringLength u v R < bornLength U R := by
  have h := scatteringLength_add_le_born hR hU sol hpos hv
  have hd : 0 < R - scatteringLength u v R := by
    unfold scatteringLength
    rw [sub_sub_cancel]
    exact div_pos (hpos R ⟨hR, le_rfl⟩) hv
  have hs : 0 < scatteringLength u v R ^ 2 / (R - scatteringLength u v R) := by positivity
  linarith
```

## (d) The Born value of a constant potential

**Task.** For $U=c$ on $[0,R]$, show that
$$B=\frac{cR^3}{3}.$$

**Solution.** $\int_0^R c\,r^2\,dr=c\,R^3/3$. The code takes out the constant and integrates the power. The Lean potential `fun _ => c` is constant everywhere, but only its values on $[0,R]$ enter.

```lean
/-- The Born value of a square potential of constant strength `c` and radius `R` is `c R³/3`. -/
theorem bornLength_const (c R : ℝ) : bornLength (fun _ => c) R = c * R ^ 3 / 3 := by
  show (∫ s in (0 : ℝ)..R, c * s ^ 2) = _
  rw [intervalIntegral.integral_const_mul, integral_pow]
  push_cast
  ring
```

## (e) The wave in a square barrier

**Task.** For $U=K^2$ with $K>0$, verify that $u=\sinh(Kr)/K$ is the regular wave and that
$$a=R-\frac{\tanh(KR)}{K}.$$

**Solution.** We have $u(0)=0$, $v=u'=\cosh(Kr)$, $v(0)=1$ and $v'=K\sinh(Kr)=K^2u$. Then $u(R)/v(R)=\tanh(KR)/K$.

The Lean statement joins the two claims by `∧`. Its proof checks the four conditions of `IsRegularSolution` and then the quotient.

```lean
/-- In the square barrier `U = K²`, `K > 0`, the regular wave is `sinh(Kr)/K`, and its scattering
length is `R - tanh(KR)/K`. -/
theorem barrier_solution {K : ℝ} (hK : 0 < K) (R : ℝ) :
    IsRegularSolution (fun _ => K ^ 2) (fun r => Real.sinh (K * r) / K)
      (fun r => Real.cosh (K * r)) R ∧
    scatteringLength (fun r => Real.sinh (K * r) / K) (fun r => Real.cosh (K * r)) R
      = R - Real.tanh (K * R) / K := by
  have hl : ∀ r, HasDerivAt (fun x : ℝ => K * x) K r := fun r => by
    simpa using (hasDerivAt_id' r).const_mul K
  refine ⟨⟨by simp, by simp, fun r _ => ?_, fun r _ => ?_⟩, ?_⟩
  · exact ((hl r).sinh.div_const K).congr_deriv (mul_div_cancel_right₀ _ hK.ne')
  · exact (hl r).cosh.congr_deriv (by field_simp)
  · unfold scatteringLength
    rw [Real.tanh_eq_sinh_div_cosh]
    ring
```

## (f) The wave in a square well

**Task.** For $U=-K^2$ with $K>0$, verify that $u=\sin(Kr)/K$ is the regular wave and that, if $\cos(KR)\neq0$,
$$a=R-\frac{\tan(KR)}{K}.$$

**Solution.** Now $v=\cos(Kr)$, with $u(0)=0$, $v(0)=1$ and $v'=-K\sin(Kr)=-K^2u$. The quotient $u(R)/v(R)$ is $\tan(KR)/K$. The condition $\cos(KR)\ne0$ says that the outer line is not horizontal, so that it has a zero. The code follows part (e), with `-K ^ 2` meaning $-(K^2)$.

```lean
/-- In the square well `U = -K²`, `K > 0`, the regular wave is `sin(Kr)/K`, and its scattering
length is `R - tan(KR)/K` when `cos(KR)` is nonzero. -/
theorem well_solution {K R : ℝ} (hK : 0 < K) :
    IsRegularSolution (fun _ => -K ^ 2) (fun r => Real.sin (K * r) / K)
      (fun r => Real.cos (K * r)) R ∧
    (Real.cos (K * R) ≠ 0 →
      scatteringLength (fun r => Real.sin (K * r) / K) (fun r => Real.cos (K * r)) R
        = R - Real.tan (K * R) / K) := by
  have hl : ∀ r, HasDerivAt (fun x : ℝ => K * x) K r := fun r => by
    simpa using (hasDerivAt_id' r).const_mul K
  refine ⟨⟨by simp, by simp, fun r _ => ?_, fun r _ => ?_⟩, fun _ => ?_⟩
  · exact ((hl r).sin.div_const K).congr_deriv (mul_div_cancel_right₀ _ hK.ne')
  · exact (hl r).cos.congr_deriv (by field_simp)
  · unfold scatteringLength
    rw [Real.tan_eq_sin_div_cos]
    ring
```

## (g) Born overestimates the repulsion of a barrier

**Task.** For $K,R>0$, show that
$$0<R-\frac{\tanh(KR)}{K}<\frac{K^2R^3}{3}.$$

**Solution.** The function $x\cosh x-\sinh x$ vanishes at $0$ and has derivative $x\sinh x>0$ for $x>0$. Hence $\tanh x<x$ there, and $x=KR$ gives $a>0$. The wave $\sinh(Kr)/K$ is positive on $(0,R]$ and its slope $\cosh(KR)$ is positive, so part (c) gives $a<B$, with $B$ from part (d).

For $K=R=1$, $a=1-\tanh1\approx0.238$ and $B\approx0.333$. The left side of part (b) is $a/(1-a)\approx0.313$, so the bound there is fairly close.

In the code, `hmono` is the monotonicity, `ht` the inequality for $\tanh$ and `hb` the application of part (c).

```lean
/-- First Born overestimates repulsion: for `K, R > 0` the scattering length of the square barrier
is positive and strictly below its Born value `K²R³/3`. -/
theorem barrier_lt_born {K R : ℝ} (hK : 0 < K) (hR : 0 < R) :
    0 < R - Real.tanh (K * R) / K ∧ R - Real.tanh (K * R) / K < K ^ 2 * R ^ 3 / 3 := by
  -- `x cosh x - sinh x` increases from zero, hence `tanh x < x`
  have hmono : StrictMonoOn (fun x : ℝ => x * Real.cosh x - Real.sinh x) (Ici 0) := by
    apply strictMonoOn_of_deriv_pos (convex_Ici 0)
    · exact ((continuous_id.mul Real.continuous_cosh).sub Real.continuous_sinh).continuousOn
    · intro x hx
      rw [interior_Ici] at hx
      have hx' : 0 < x := hx
      have h := ((hasDerivAt_id' x).fun_mul (Real.hasDerivAt_cosh x)).fun_sub
        (Real.hasDerivAt_sinh x)
      rw [h.deriv]
      have := mul_pos hx' (Real.sinh_pos_iff.2 hx')
      linarith
  have hx : 0 < K * R := mul_pos hK hR
  have h : 0 * Real.cosh 0 - Real.sinh 0 < K * R * Real.cosh (K * R) - Real.sinh (K * R) :=
    hmono (mem_Ici.2 le_rfl) (mem_Ici.2 hx.le) hx
  rw [zero_mul, Real.sinh_zero] at h
  have ht : Real.tanh (K * R) < K * R := by
    rw [Real.tanh_eq_sinh_div_cosh, div_lt_iff₀ (Real.cosh_pos _)]
    linarith
  have ha : 0 < R - Real.tanh (K * R) / K := by
    rw [sub_pos, div_lt_iff₀ hK]
    linarith
  obtain ⟨sol, e⟩ := barrier_solution hK R
  have hb := scatteringLength_lt_born hR continuous_const sol
    (fun r hr => div_pos (Real.sinh_pos_iff.2 (mul_pos hK hr.1)) hK) (Real.cosh_pos _)
    (by rw [e]; exact ha.ne')
  rw [e, bornLength_const] at hb
  exact ⟨ha, hb⟩
```

## (h) Born underestimates the attraction of a shallow well

**Task.** For $K,R>0$ and $KR<\pi/2$, show that
$$R-\frac{\tan(KR)}{K}<-\frac{K^2R^3}{3}<0 .$$

**Solution.** On $(0,\pi/2)$ we have $x<\tan x$, so $a<0$. For $0<r\le R$ the argument $Kr$ lies in $(0,\pi/2)$, so $\sin(Kr)/K>0$, and the slope $\cos(KR)$ is positive. Part (c) gives $a<B$, and $B=-K^2R^3/3$ is negative. Both lengths are negative, so the true one has the larger magnitude.

For $K=R=1$, $a=1-\tan1\approx-0.557$ and $B\approx-0.333$.

The bound $KR<\pi/2$ keeps the well too shallow to bind an s-state. In the code it gives `hc`, the positive slope, and `hpos`, the positive wave.

```lean
/-- First Born underestimates attraction: for `K, R > 0` and `KR < π/2` the scattering length of
the square well lies strictly below its Born value `-K²R³/3`, which is itself negative. -/
theorem well_lt_born {K R : ℝ} (hK : 0 < K) (hR : 0 < R) (hKR : K * R < Real.pi / 2) :
    R - Real.tan (K * R) / K < -K ^ 2 * R ^ 3 / 3 ∧ -K ^ 2 * R ^ 3 / 3 < 0 := by
  have hx : 0 < K * R := mul_pos hK hR
  have hc : 0 < Real.cos (K * R) := Real.cos_pos_of_mem_Ioo ⟨by linarith, hKR⟩
  have ha : R - Real.tan (K * R) / K < 0 := by
    rw [sub_neg, lt_div_iff₀ hK]
    linarith [Real.lt_tan hx hKR]
  obtain ⟨sol, e⟩ := well_solution (R := R) hK
  -- the wave has no node inside the well
  have hpos : ∀ r ∈ Ioc 0 R, 0 < Real.sin (K * r) / K := by
    intro r hr
    have h1 : K * r ≤ K * R := mul_le_mul_of_nonneg_left hr.2 hK.le
    exact div_pos (Real.sin_pos_of_pos_of_lt_pi (mul_pos hK hr.1) (by linarith)) hK
  have hb := scatteringLength_lt_born hR continuous_const sol hpos hc
    (by rw [e hc.ne']; exact ha.ne)
  rw [e hc.ne', bornLength_const] at hb
  have hp : 0 < K ^ 2 * R ^ 3 := by positivity
  exact ⟨hb, by linarith⟩
```

## (i) A deeper well reverses the order

**Task.** For $K,R>0$ and $\pi/2<KR<\pi$, show that
$$-\frac{K^2R^3}{3}<R-\frac{\tan(KR)}{K}.$$

**Solution.** Here $\sin(KR)>0$ and $\cos(KR)<0$, so $\tan(KR)<0$. Therefore $a>R>0>B$.

Take $R=1$ and $K=3\pi/4$. Then $\tan(KR)=-1$, so $a=1+4/(3\pi)\approx1.42$, while $B=-3\pi^2/16\approx-1.85$. The wave is still positive on $(0,R]$, but it falls at $R$ and the outer line has its node at $a$. So in part (c) the condition $v(R)>0$ cannot be weakened to $v(R)\neq0$.

The code obtains the sign of the tangent in `ht` and compares signs; it needs none of the earlier parts.

```lean
/-- For `K, R > 0` and `π/2 < KR < π` the order is reversed: the scattering length of the square
well lies strictly above its Born value. -/
theorem born_lt_deep_well {K R : ℝ} (hK : 0 < K) (hR : 0 < R) (h1 : Real.pi / 2 < K * R)
    (h2 : K * R < Real.pi) :
    -K ^ 2 * R ^ 3 / 3 < R - Real.tan (K * R) / K := by
  have ht : Real.tan (K * R) < 0 := by
    rw [Real.tan_eq_sin_div_cos]
    exact div_neg_of_pos_of_neg (Real.sin_pos_of_pos_of_lt_pi (mul_pos hK hR) h2)
      (Real.cos_neg_of_pi_div_two_lt_of_lt h1 (by linarith [Real.pi_pos]))
  have hq : Real.tan (K * R) / K < 0 := div_neg_of_neg_of_pos ht hK
  have hp : 0 < K ^ 2 * R ^ 3 := by positivity
  linarith

end

end BornScatteringLength
```

```lean
#print axioms BornScatteringLength.scatteringLength_lt_born
-- 'BornScatteringLength.scatteringLength_lt_born' depends on axioms: [propext, Classical.choice, Quot.sound]
#print axioms BornScatteringLength.barrier_lt_born
-- 'BornScatteringLength.barrier_lt_born' depends on axioms: [propext, Classical.choice, Quot.sound]
#print axioms BornScatteringLength.well_lt_born
-- 'BornScatteringLength.well_lt_born' depends on axioms: [propext, Classical.choice, Quot.sound]
#print axioms BornScatteringLength.born_lt_deep_well
-- 'BornScatteringLength.born_lt_deep_well' depends on axioms: [propext, Classical.choice, Quot.sound]
```
